# The hard-wall square box has unbounded degeneracy, although irreducible representations of $C_{4v}$ have dimension at most two

If the degeneracy of a particle in a square box is bounded by the largest irreducible representation of its point group $C_{4v}$, the count stops at two states per level, and this is wrong: the product modes with quantum numbers $(1,7)$, $(5,5)$ and $(7,1)$ already share one energy. The file below proves that for hard walls no bound exists at all, and that the finite-dimensional irreducible complex representations of every $C_{nv}$ nevertheless have dimension at most two.

```lean
import Mathlib

open Real DihedralGroup

namespace SquareBoxDegeneracy

noncomputable section

/-- For every `K` some natural number is a sum of two squares `a² + b²` with `0 < a < b`
in at least `K` ways, with pairwise different `a`. -/
theorem many_sums_of_two_squares (K : ℕ) :
    ∃ N : ℕ, ∃ a b : Fin K → ℕ, Function.Injective a ∧
      ∀ i, 0 < a i ∧ a i < b i ∧ a i ^ 2 + b i ^ 2 = N := by
  -- scale Pythagorean triples to a common hypotenuse `P`
  let P : ℕ := ∏ j : Fin K, (((j : ℕ) + 3) ^ 2 + 1)
  have hP : 0 < P := Finset.prod_pos fun j _ => by positivity
  have hd : ∀ i : Fin K, ∃ c : ℕ, P = (((i : ℕ) + 3) ^ 2 + 1) * c := fun i =>
    Finset.dvd_prod_of_mem (fun j : Fin K => ((j : ℕ) + 3) ^ 2 + 1) (Finset.mem_univ i)
  choose c hc using hd
  have hc0 : ∀ i, 0 < c i := fun i => Nat.pos_of_ne_zero fun h => by
    have h' := hc i
    rw [h, mul_zero] at h'
    omega
  refine ⟨P ^ 2, fun i => 2 * ((i : ℕ) + 3) * c i,
    fun i => ((i : ℕ) + 2) * ((i : ℕ) + 4) * c i, ?_, fun i => ⟨?_, ?_, ?_⟩⟩
  · intro i j hij
    have h2 : (2 * ((i : ℕ) + 3) * c i : ℤ) = 2 * ((j : ℕ) + 3) * c j := by
      exact_mod_cast hij
    have h1 : ((((i : ℕ) + 3) ^ 2 + 1) * c i : ℤ) = (((j : ℕ) + 3) ^ 2 + 1) * c j := by
      exact_mod_cast (hc i).symm.trans (hc j)
    have h3 : (2 * c i * c j * (((i : ℕ) + 3) * ((j : ℕ) + 3) - 1) : ℤ)
        * (((i : ℕ) : ℤ) - (j : ℕ)) = 0 := by
      linear_combination 2 * (((j : ℕ) : ℤ) + 3) * c j * h1
        - ((((j : ℕ) : ℤ) + 3) ^ 2 + 1) * c j * h2
    have hi : (0 : ℤ) < c i := by exact_mod_cast hc0 i
    have hj : (0 : ℤ) < c j := by exact_mod_cast hc0 j
    have h4 : (0 : ℤ) < ((i : ℕ) + 3) * ((j : ℕ) + 3) - 1 := by
      have : (0 : ℤ) ≤ ((i : ℕ) : ℤ) * (j : ℕ) := by positivity
      nlinarith
    have h5 := (mul_eq_zero.1 h3).resolve_left (by positivity)
    exact Fin.ext (by omega)
  · have := hc0 i
    positivity
  · exact Nat.mul_lt_mul_of_pos_right (by nlinarith) (hc0 i)
  · rw [hc i]
    ring

/-- `ψ` is twice continuously differentiable on the whole plane, solves the stationary Schrödinger
equation `-Δψ = Eψ` in the open unit square (units `ħ²/2m = 1`) and vanishes on the walls. -/
structure SolvesBox (E : ℝ) (ψ : ℝ → ℝ → ℝ) : Prop where
  smooth : ContDiff ℝ 2 (fun p : ℝ × ℝ => ψ p.1 p.2)
  schrodinger : ∀ x ∈ Set.Ioo (0 : ℝ) 1, ∀ y ∈ Set.Ioo (0 : ℝ) 1,
    -(deriv (deriv fun s => ψ s y) x + deriv (deriv fun t => ψ x t) y) = E * ψ x y
  walls : ∀ t ∈ Set.Icc (0 : ℝ) 1, ψ 0 t = 0 ∧ ψ 1 t = 0 ∧ ψ t 0 = 0 ∧ ψ t 1 = 0

/-- Linear independence of finitely many wavefunctions on the unit square. -/
def IndependentInBox {K : ℕ} (ψ : Fin K → ℝ → ℝ → ℝ) : Prop :=
  ∀ c : Fin K → ℝ, (∀ x ∈ Set.Icc (0 : ℝ) 1, ∀ y ∈ Set.Icc (0 : ℝ) 1,
    ∑ i, c i * ψ i x y = 0) → ∀ i, c i = 0

/-- The product of standing waves with quantum numbers `a` and `b`. -/
def boxMode (a b : ℕ) (x y : ℝ) : ℝ := sin (a * π * x) * sin (b * π * y)

/-- The second derivative of a sine wave of wavenumber `k` is `-k²` times the wave. -/
theorem second_deriv_sine (k C x : ℝ) :
    deriv (deriv fun s => C * sin (k * s)) x = -k ^ 2 * (C * sin (k * x)) := by
  have hk : ∀ s : ℝ, HasDerivAt (fun s => k * s) k s := fun s => by
    simpa using (hasDerivAt_id s).const_mul k
  have h1 : (deriv fun s => C * sin (k * s)) = fun s => C * k * cos (k * s) :=
    funext fun s => ((hk s).sin.const_mul C).deriv.trans (by ring)
  rw [h1]
  exact ((hk x).cos.const_mul (C * k)).deriv.trans (by ring)

/-- The mode `(a, b)` solves the box problem with energy `π²(a² + b²)`. -/
theorem boxMode_solves (a b : ℕ) :
    SolvesBox (π ^ 2 * ((a : ℝ) ^ 2 + (b : ℝ) ^ 2)) (boxMode a b) where
  smooth := by
    unfold boxMode
    fun_prop
  schrodinger x _ y _ := by
    have e1 : (fun s => boxMode a b s y) = fun s => sin (b * π * y) * sin (a * π * s) :=
      funext fun s => mul_comm _ _
    have e2 : (fun t => boxMode a b x t) = fun t => sin (a * π * x) * sin (b * π * t) := rfl
    rw [e1, e2, second_deriv_sine, second_deriv_sine, boxMode]
    ring
  walls t _ := by simp [boxMode, sin_nat_mul_pi]

/-- The integral of `cos(kπx)` over the unit interval is one for `k = 0` and zero for every
other integer `k`. -/
theorem integral_cos_int (k : ℤ) :
    ∫ x in (0 : ℝ)..1, cos (k * π * x) = if k = 0 then 1 else 0 := by
  split_ifs with h
  · simp [h]
  · have hk : (k : ℝ) * π ≠ 0 := mul_ne_zero (by exact_mod_cast h) pi_ne_zero
    rw [intervalIntegral.integral_comp_mul_left (fun x => cos x) hk, integral_cos]
    simp [sin_int_mul_pi]

/-- Standing waves with different positive quantum numbers are orthogonal on the unit
interval, and each has squared norm `1/2`. -/
theorem sine_overlap (m n : ℕ) (hm : 0 < m) :
    ∫ x in (0 : ℝ)..1, sin (m * π * x) * sin (n * π * x) = if m = n then 1 / 2 else 0 := by
  have e : ∀ x : ℝ, sin (m * π * x) * sin (n * π * x) =
      (cos (((m - n : ℤ) : ℝ) * π * x) - cos (((m + n : ℤ) : ℝ) * π * x)) / 2 := by
    intro x
    push_cast
    rw [show ((m : ℝ) - n) * π * x = m * π * x - n * π * x by ring,
      show ((m : ℝ) + n) * π * x = m * π * x + n * π * x by ring, cos_sub, cos_add]
    ring
  simp_rw [e]
  rw [intervalIntegral.integral_div, intervalIntegral.integral_sub
    (Continuous.intervalIntegrable (by fun_prop) _ _)
    (Continuous.intervalIntegrable (by fun_prop) _ _), integral_cos_int, integral_cos_int,
    if_neg (show (m + n : ℤ) ≠ 0 by omega)]
  by_cases h : m = n
  · rw [if_pos (by omega), if_pos h]; norm_num
  · rw [if_neg (by omega), if_neg h]; norm_num

/-- The square box has unbounded degeneracy: for every `K` some energy has `K` linearly
independent solutions. -/
theorem square_box_degeneracy_unbounded (K : ℕ) :
    ∃ E : ℝ, ∃ ψ : Fin K → ℝ → ℝ → ℝ, (∀ i, SolvesBox E (ψ i)) ∧ IndependentInBox ψ := by
  obtain ⟨N, a, b, ha, hab⟩ := many_sums_of_two_squares K
  refine ⟨π ^ 2 * N, fun i => boxMode (a i) (b i), fun i => ?_, fun c h j => ?_⟩
  · have hN : (N : ℝ) = (a i : ℝ) ^ 2 + (b i : ℝ) ^ 2 := by exact_mod_cast (hab i).2.2.symm
    rw [hN]
    exact boxMode_solves _ _
  -- fix `y` at an antinode of mode `j` and project on its standing wave in `x`
  have hb : (1 : ℝ) ≤ b j := by
    have := hab j
    exact_mod_cast (show 1 ≤ b j by omega)
  have hb0 : (0 : ℝ) < b j := by linarith
  obtain ⟨y, hy, hsin⟩ : ∃ y ∈ Set.Icc (0 : ℝ) 1, sin (b j * π * y) = 1 := by
    refine ⟨1 / (2 * b j), ⟨by positivity, ?_⟩, ?_⟩
    · rw [div_le_one (by positivity)]; linarith
    · rw [show (b j : ℝ) * π * (1 / (2 * b j)) = π / 2 by field_simp, sin_pi_div_two]
  have hI : ∫ x in (0 : ℝ)..1, ∑ i, (c i * sin (b i * π * y)) *
      (sin (a i * π * x) * sin (a j * π * x)) = 0 := by
    rw [intervalIntegral.integral_congr (g := fun _ => (0 : ℝ))]
    · simp
    · intro x hx
      rw [Set.uIcc_of_le zero_le_one] at hx
      have h0 := congrArg (· * sin (a j * π * x)) (h x hx y hy)
      simp only [Finset.sum_mul, zero_mul, boxMode] at h0
      exact (Finset.sum_congr rfl fun i _ => by ring).trans h0
  rw [intervalIntegral.integral_finsetSum
    (fun i _ => Continuous.intervalIntegrable (by fun_prop) _ _)] at hI
  simp only [intervalIntegral.integral_const_mul, sine_overlap _ _ (hab _).1, ha.eq_iff,
    mul_ite, mul_zero, Finset.sum_ite_eq', Finset.mem_univ, if_true] at hI
  rw [hsin] at hI
  linarith

/-- A complex representation is irreducible if its space is nonzero and the only invariant
subspaces are zero and the whole space. -/
def IsIrrep {G V : Type*} [Group G] [AddCommGroup V] [Module ℂ V]
    (ρ : G →* Module.End ℂ V) : Prop :=
  Nontrivial V ∧ ∀ W : Submodule ℂ V, (∀ g, ∀ w ∈ W, ρ g w ∈ W) → W = ⊥ ∨ W = ⊤

/-- Every finite-dimensional irreducible complex representation of `C_nv` has dimension at
most two; the symmetry group of the square is the case `n = 4`. -/
theorem irrep_dim_le_two {n : ℕ} [NeZero n] {V : Type*} [AddCommGroup V] [Module ℂ V]
    [FiniteDimensional ℂ V] (ρ : DihedralGroup n →* Module.End ℂ V) (h : IsIrrep ρ) :
    Module.finrank ℂ V ≤ 2 := by
  classical
  obtain ⟨hV, hW⟩ := h
  obtain ⟨μ, hμ⟩ := Module.End.exists_eigenvalue (ρ (r 1))
  obtain ⟨v, hv⟩ := hμ.exists_hasEigenvector
  have hr : ∀ i : ZMod n, ρ (r i) v = μ ^ i.val • v := fun i => by
    have h1 : (r i : DihedralGroup n) = r 1 ^ i.val := by
      rw [r_one_pow, ZMod.natCast_zmod_val]
    rw [h1, map_pow]
    exact hv.pow_apply _
  -- `v` and its mirror image span an invariant subspace
  let W := Submodule.span ℂ {v, ρ (sr 0) v}
  have h1 : ∀ g, ρ g v ∈ W := by
    rintro (i | i)
    · rw [hr]
      exact W.smul_mem _ (Submodule.subset_span (by simp))
    · rw [show (sr i : DihedralGroup n) = sr 0 * r i by rw [sr_mul_r, zero_add], map_mul,
        Module.End.mul_apply, hr, map_smul]
      exact W.smul_mem _ (Submodule.subset_span (by simp))
  have hinv : ∀ g, ∀ w ∈ W, ρ g w ∈ W := by
    intro g w hw
    obtain ⟨s, t, rfl⟩ := Submodule.mem_span_pair.1 hw
    rw [map_add, map_smul, map_smul, ← Module.End.mul_apply, ← map_mul]
    exact W.add_mem (W.smul_mem _ (h1 _)) (W.smul_mem _ (h1 _))
  rcases hW W hinv with hb | ht
  · have hvW : v ∈ W := Submodule.subset_span (by simp)
    rw [hb, Submodule.mem_bot] at hvW
    exact absurd hvW hv.2
  · have hf := finrank_span_finset_le_card (R := ℂ) ({v, ρ (sr 0) v} : Finset V)
    rw [Set.finrank, Finset.coe_pair, show Submodule.span ℂ {v, ρ (sr 0) v} = ⊤ from ht,
      finrank_top] at hf
    exact hf.trans Finset.card_le_two

end

end SquareBoxDegeneracy
```

```lean
#print axioms SquareBoxDegeneracy.square_box_degeneracy_unbounded
-- 'SquareBoxDegeneracy.square_box_degeneracy_unbounded' depends on axioms: [propext, Classical.choice, Quot.sound]
#print axioms SquareBoxDegeneracy.irrep_dim_le_two
-- 'SquareBoxDegeneracy.irrep_dim_le_two' depends on axioms: [propext, Classical.choice, Quot.sound]
```

## The box, its solutions and independence

`square_box_degeneracy_unbounded` says that for every natural number $K$ there are a real energy $E$ and functions $\psi_0,\dots,\psi_{K-1}$ that all solve the box problem at $E$ and are linearly independent on the box.

The predicate `SolvesBox E ψ` contains the physics. The box is the unit square, and the units are chosen so that $\hbar^2/2M=1$ for a particle of mass $M$. Inside the square $\psi$ satisfies $-\Delta\psi=E\psi$, and on the four walls it vanishes, which stands for an infinite potential outside. The field `smooth` asks for a twice continuously differentiable function on the whole plane. This is more than the box needs, but it only makes the existence claim stronger, and it ensures that Lean's `deriv` is a true derivative. For a box of side $L$ the energies used here become $\hbar^2\pi^2(a^2+b^2)/(2ML^2)$, with positive integers $a$ and $b$.

`IndependentInBox` requires that a real linear combination which vanishes on the closed square has only zero coefficients. The restriction to the square matters. The functions are defined on all of $\mathbb R^2$, while the equation and the walls constrain them only on the box. Had independence been stated for functions on the plane, smooth functions that are zero on the box and linearly independent outside it would count as independent solutions at any energy, and the theorem would be true for a worthless reason.

The theorem gives at least $K$ independent solutions. It doesn't compute the exact degeneracy of a level or show that the product modes are complete.

## Many sums of two squares

The energies of the product modes depend only on $a^2+b^2$, so the task is to write one number as such a sum in many ways. For an integer $m$,
$$(2m)^2+(m^2-1)^2=(m^2+1)^2 .$$
Take $m_i=i+3$ for $i=0,\dots,K-1$, and scale these triples to a common hypotenuse:
$$P=\prod_{j=0}^{K-1}(m_j^2+1),\qquad c_i=\frac{P}{m_i^2+1},\qquad a_i=2m_ic_i,\qquad b_i=(m_i^2-1)c_i .$$
Then $a_i^2+b_i^2=P^2$ for every $i$. Since $m_i\ge 3$, we have $m_i^2-1-2m_i=(m_i-1)^2-2>0$, and therefore $0<a_i<b_i$.

The $a_i$ are also distinct. If $a_i=a_j$, then $m_ic_i=m_jc_j$, while $(m_i^2+1)c_i=(m_j^2+1)c_j$ because both sides equal $P$. Eliminating between the two equations gives
$$2c_ic_j\,(m_im_j-1)(m_i-m_j)=0 .$$
The factors before the last are positive, so $m_i=m_j$ and $i=j$. For $K=2$ the construction yields $102^2+136^2=80^2+150^2=170^2$.

In `many_sums_of_two_squares`, `choose` extracts the quotients $c_i$ from the divisibility of $P$. The code writes $m_i^2-1$ as $(i+2)(i+4)$, which avoids subtraction of natural numbers. The elimination is the `linear_combination` step, carried out in the integers.

## Modes that share an energy

Let $\psi_{a,b}(x,y)=\sin(a\pi x)\sin(b\pi y)$, which is `boxMode a b`. For positive $a$ and $b$ the normalised mode is $2\psi_{a,b}$; the file leaves out the factor. Differentiating twice in $x$ multiplies the function by $-a^2\pi^2$, and twice in $y$ by $-b^2\pi^2$, so
$$-\Delta\psi_{a,b}=\pi^2(a^2+b^2)\,\psi_{a,b}.$$
The walls are respected because $\sin 0=\sin(n\pi)=0$ for every integer $n$. `second_deriv_sine` does the differentiation, and `boxMode_solves` applies it once in each variable.

With the pairs found above, all $K$ modes $\psi_i=\psi_{a_i,b_i}$ have the energy $E=\pi^2P^2$.

## Why these modes are independent

The tool is the orthogonality of sines. For an integer $k\neq0$,
$$\int_0^1\cos(k\pi x)\,dx=\frac{\sin(k\pi)}{k\pi}=0,$$
and for $k=0$ the integral is $1$. For a positive integer $m$ and a natural number $n$,
$$\sin(m\pi x)\sin(n\pi x)=\tfrac12\bigl[\cos((m-n)\pi x)-\cos((m+n)\pi x)\bigr].$$
The second cosine integrates to zero because $m+n>0$, and the first contributes only when $m=n$. The overlap is therefore $\tfrac12\delta_{mn}$. These two computations are `integral_cos_int` and `sine_overlap`.

Now suppose that $\sum_i\gamma_i\psi_i=0$ on the square, with real coefficients $\gamma_i$ (called `c i` in the final proof). Fix $j$ and set $y=1/(2b_j)$. This point lies in the box because $b_j\ge1$, and it is an antinode of mode $j$, since $\sin(b_j\pi y)=\sin(\pi/2)=1$. Multiply by $\sin(a_j\pi x)$ and integrate over $x$:
$$0=\sum_i\gamma_i\sin(b_i\pi y)\int_0^1\sin(a_i\pi x)\sin(a_j\pi x)\,dx=\tfrac12\gamma_j .$$
Only the term $i=j$ survives, because the $a_i$ are distinct. In Lean, `hI` is the vanishing integral, `integral_finsetSum` exchanges the sum with the integral, and `ha.eq_iff` turns $a_i=a_j$ into $i=j$. Fixing $y$ replaces a double integral by a single one.

## Two dimensions are enough for $C_{nv}$

`irrep_dim_le_two` concerns $C_{nv}$, represented by Mathlib's `DihedralGroup n`, where `r i` are the rotations and `sr i` the reflections. The condition `NeZero n` excludes $n=0$, for which Mathlib's group is infinite. A representation is a homomorphism `ρ` into the linear maps of a complex vector space $V$, and no inner product or unitarity is assumed. `IsIrrep` says that $V$ is nonzero and that its only invariant subspaces are zero and $V$. Finite dimension is a hypothesis of the theorem. It costs nothing for a finite group, because the images of one nonzero vector span an invariant subspace of finite dimension.

Let $R$ represent the elementary rotation and $S$ the reflection `sr 0`. On a nonzero finite-dimensional complex space $R$ has an eigenvector $v$, say $Rv=\mu v$. Every group element is represented by $R^i$ or $SR^i$, which send $v$ to $\mu^iv$ or $\mu^iSv$. Every image of $v$ therefore lies in
$$W=\operatorname{span}\{v,Sv\}.$$
The images of $Sv$ lie there too, because a group element applied after $S$ is again a group element acting on $v$. Thus $W$ is invariant, and it is nonzero because it contains $v$. Irreducibility gives $W=V$, so $\dim V\le2$.

The proof follows this order: `hr` computes the action of rotations on $v$, `h1` places all images of $v$ in $W$, and `hinv` extends this to all of $W$. The last case distinction rules out $W=0$ and counts the spanning vectors.

## What the two results mean for a level

The file defines no action of the group on the wavefunctions, so the link between its two halves is the usual symmetry argument. The solutions at a given energy form a representation of $C_{4v}$, and with three or more independent solutions that representation must be reducible. Group theory isn't violated: it bounds the irreducible parts of a level, not how many of them coincide in energy.

For non-interacting electrons in an ideal hard-wall square, shell sizes therefore can't be bounded by the dimensions of the irreducible representations of the point group, and a group of more than two equal eigenvalues in a calculation on this model is not in itself a sign of numerical error.
